# A density with period M on mM grid points has Fourier coefficients only at multiples of m

A crystal described in a centred cell repeats inside that cell, so a Fourier grid that the centring translation maps onto itself samples the same values several times. In one dimension, with $m$ copies of $M$ points each, the file below determines which coefficients must vanish and what the others contain.

```lean
import Mathlib

open Finset

namespace CentredTransform

noncomputable section

/-- The Fourier phase `exp(-2πi k/N)` on a grid of `N` points. -/
def phase (N : ℕ) (k : ℤ) : ℂ :=
  Complex.exp (-(2 * Real.pi * Complex.I * k / N))

/-- The discrete Fourier transform of a density `r` on `N` grid points, at the integer index `h`. -/
def structureFactor (N : ℕ) [NeZero N] (r : ZMod N → ℂ) (h : ℤ) : ℂ :=
  ∑ x : ZMod N, r x * phase N (h * (x.val : ℤ))

/-- The first `M` values of a density on `m * M` points, read as a density on the primitive cell. -/
def onePeriod (m M : ℕ) (r : ZMod (m * M) → ℂ) : ZMod M → ℂ :=
  fun y => r (y.val : ZMod (m * M))

/-- The first `M` values of a density, with the plane wave of index `q` divided out. -/
def blochCell (m M : ℕ) (q : ℤ) (r : ZMod (m * M) → ℂ) : ZMod M → ℂ :=
  fun y => r (y.val : ZMod (m * M)) * phase (m * M) (q * (y.val : ℤ))

/-- The sum of a density over the `m` translates of each point of the primitive cell. -/
def foldedCell (m M : ℕ) (r : ZMod (m * M) → ℂ) : ZMod M → ℂ :=
  fun y => ∑ j ∈ range m, r ((j * M + y.val : ℕ) : ZMod (m * M))

/-- Phases multiply when their indices add. -/
lemma phase_add (N : ℕ) (a b : ℤ) : phase N (a + b) = phase N a * phase N b := by
  unfold phase
  rw [← Complex.exp_add]
  congr 1
  push_cast
  ring

/-- A phase on `N` points equals one exactly when its index is a multiple of `N`. -/
lemma phase_eq_one_iff (N : ℕ) [NeZero N] (k : ℤ) : phase N k = 1 ↔ (N : ℤ) ∣ k := by
  have hN : (N : ℂ) ≠ 0 := Nat.cast_ne_zero.2 (NeZero.ne N)
  unfold phase
  rw [Complex.exp_eq_one_iff]
  constructor
  · rintro ⟨n, hn⟩
    have key : (k : ℂ) = N * (-n) := by
      apply mul_left_cancel₀ Complex.two_pi_I_ne_zero
      have e : 2 * Real.pi * Complex.I * (k : ℂ)
          = -(-(2 * Real.pi * Complex.I * k / N)) * N := by
        rw [neg_neg, div_mul_cancel₀ _ hN]
      rw [e, hn]
      ring
    exact ⟨-n, by exact_mod_cast key⟩
  · rintro ⟨c, rfl⟩
    refine ⟨-c, ?_⟩
    push_cast
    field_simp

/-- A common factor of index and grid length cancels from the phase. -/
lemma phase_scale (a b : ℕ) [NeZero a] [NeZero b] (k : ℤ) :
    phase (a * b) (a * k) = phase b k := by
  have ha : (a : ℂ) ≠ 0 := Nat.cast_ne_zero.2 (NeZero.ne a)
  unfold phase
  congr 2
  push_cast
  rw [show 2 * (Real.pi : ℂ) * Complex.I * (a * k) = a * (2 * Real.pi * Complex.I * k) by ring]
  exact mul_div_mul_left _ _ ha

/-- The lattice sum over `m` cells is `m` if `m` divides the index, and zero otherwise. -/
theorem lattice_sum (m : ℕ) [NeZero m] (k : ℤ) :
    ∑ j ∈ range m, phase m (k * (j : ℤ)) = if (m : ℤ) ∣ k then (m : ℂ) else 0 := by
  have hpow : ∀ j : ℕ, phase m (k * (j : ℤ)) = phase m k ^ j := by
    intro j
    unfold phase
    rw [← Complex.exp_nat_mul]
    congr 1
    push_cast
    ring
  rw [Finset.sum_congr rfl (fun j _ => hpow j)]
  split_ifs with d
  · rw [(phase_eq_one_iff m k).2 d]
    simp
  · -- a geometric sum over a nontrivial root of unity
    rw [geom_sum_eq (fun e => d ((phase_eq_one_iff m k).1 e)), ← hpow m,
      (phase_eq_one_iff m _).2 (dvd_mul_left _ _), sub_self, zero_div]

private lemma sum_val (N : ℕ) [NeZero N] (f : ℕ → ℂ) :
    ∑ x : ZMod N, f x.val = ∑ n ∈ range N, f n := by
  cases N with
  | zero => exact absurd rfl (NeZero.ne 0)
  | succ k => exact Fin.sum_univ_eq_sum_range f (k + 1)

private lemma sum_cells (m M : ℕ) (f : ℕ → ℂ) :
    ∑ x ∈ range (m * M), f x = ∑ j ∈ range m, ∑ y ∈ range M, f (j * M + y) := by
  induction m with
  | zero => simp
  | succ k ih => rw [Nat.add_mul, one_mul, Finset.sum_range_add, ih, Finset.sum_range_succ]

private lemma structureFactor_eq (N : ℕ) [NeZero N] (r : ZMod N → ℂ) (h : ℤ) :
    structureFactor N r h = ∑ n ∈ range N, r (n : ZMod N) * phase N (h * (n : ℤ)) := by
  refine Eq.trans ?_ (sum_val N (fun n => r (n : ZMod N) * phase N (h * (n : ℤ))))
  refine Finset.sum_congr rfl fun x _ => ?_
  show _ = r ((x.val : ℕ) : ZMod N) * _
  rw [ZMod.natCast_zmod_val]

variable (m M : ℕ) [NeZero m] [NeZero M]

/-- For any density, the transform at `m * h` is the length-`M` transform of the density
folded into one cell. -/
theorem transform_folded (r : ZMod (m * M) → ℂ) (h : ℤ) :
    structureFactor (m * M) r (m * h) = structureFactor M (foldedCell m M r) h := by
  rw [structureFactor_eq, sum_cells, Finset.sum_comm]
  refine Eq.trans ?_ (sum_val M (fun y =>
    (∑ j ∈ range m, r ((j * M + y : ℕ) : ZMod (m * M))) * phase M (h * (y : ℤ)))).symm
  refine Finset.sum_congr rfl fun y _ => ?_
  rw [Finset.sum_mul]
  refine Finset.sum_congr rfl fun j _ => ?_
  -- translates by whole cells carry the same phase
  rw [mul_assoc (m : ℤ), phase_scale,
    show h * ((j * M + y : ℕ) : ℤ) = (M : ℤ) * (h * j) + h * y by push_cast; ring,
    phase_add, (phase_eq_one_iff M _).2 (dvd_mul_right _ _), one_mul]

/-- If translation by `M` multiplies the density by `exp(2πi q/m)`, its transform is a lattice
sum over the `m` cells times a sum over one cell. -/
theorem transform_factorises (q : ℤ) (r : ZMod (m * M) → ℂ)
    (hr : ∀ x, r (x + (M : ZMod (m * M))) = phase m (-q) * r x) (h : ℤ) :
    structureFactor (m * M) r h = (∑ j ∈ range m, phase m ((h - q) * (j : ℤ))) *
      ∑ y ∈ range M, r (y : ZMod (m * M)) * phase (m * M) (h * (y : ℤ)) := by
  -- the translation law applied j times
  have iter : ∀ j y : ℕ, r ((j * M + y : ℕ) : ZMod (m * M))
      = phase m (-q * (j : ℤ)) * r (y : ZMod (m * M)) := by
    intro j y
    induction j with
    | zero => simp [phase]
    | succ j ih =>
      rw [show (j + 1) * M + y = (j * M + y) + M by ring, Nat.cast_add (j * M + y) M, hr, ih,
        show -q * ((j + 1 : ℕ) : ℤ) = -q + -q * (j : ℤ) by push_cast; ring, phase_add, mul_assoc]
  rw [structureFactor_eq, sum_cells, Finset.sum_mul]
  refine Finset.sum_congr rfl fun j _ => ?_
  rw [Finset.mul_sum]
  refine Finset.sum_congr rfl fun y _ => ?_
  have s : phase (m * M) ((M : ℤ) * (h * j)) = phase m (h * j) := by
    rw [mul_comm m M]
    exact phase_scale M m _
  rw [iter, show h * ((j * M + y : ℕ) : ℤ) = (M : ℤ) * (h * j) + h * y by push_cast; ring,
    phase_add, s, show (h - q) * (j : ℤ) = -q * j + h * j by ring, phase_add]
  ring

/-- If translation by `M` multiplies the density by `exp(2πi q/m)`, its transform vanishes unless
`h ≡ q` mod `m`, and at `m * h + q` it is `m` times the length-`M` transform of the Bloch cell. -/
theorem bloch_transform (q : ℤ) (r : ZMod (m * M) → ℂ)
    (hr : ∀ x, r (x + (M : ZMod (m * M))) = phase m (-q) * r x) :
    (∀ h : ℤ, ¬ (m : ℤ) ∣ h - q → structureFactor (m * M) r h = 0) ∧
    ∀ h : ℤ, structureFactor (m * M) r (m * h + q)
      = m * structureFactor M (blochCell m M q r) h := by
  constructor
  · intro h hh
    rw [transform_factorises m M q r hr, lattice_sum, if_neg hh, zero_mul]
  · intro h
    rw [transform_factorises m M q r hr, lattice_sum, if_pos ⟨h, by ring⟩]
    congr 1
    refine Eq.trans ?_ (sum_val M (fun y => r (y : ZMod (m * M)) *
      phase (m * M) (q * (y : ℤ)) * phase M (h * (y : ℤ)))).symm
    refine Finset.sum_congr rfl fun y _ => ?_
    rw [show ((m : ℤ) * h + q) * (y : ℤ) = m * (h * y) + q * y by ring, phase_add, phase_scale]
    ring

/-- The plane wave `exp(2πi q x/(mM))` is multiplied by `exp(2πi q/m)` under translation
by `M`. -/
theorem bloch_transform_witness (q : ℤ) (x : ZMod (m * M)) :
    phase (m * M) (-q * ((x + (M : ZMod (m * M))).val : ℤ))
      = phase m (-q) * phase (m * M) (-q * (x.val : ℤ)) := by
  have s : phase (m * M) ((M : ℤ) * (-q)) = phase m (-q) := by
    rw [mul_comm m M]
    exact phase_scale M m _
  rw [← s, ← phase_add]
  -- the two indices agree modulo the grid length
  have d : ((m * M : ℕ) : ℤ) ∣ -q * ((x + (M : ZMod (m * M))).val : ℤ)
      - ((M : ℤ) * (-q) + -q * (x.val : ℤ)) := by
    apply (CharP.intCast_eq_zero_iff (ZMod (m * M)) (m * M) _).1
    simp only [Int.cast_sub, Int.cast_add, Int.cast_mul, Int.cast_neg, Int.cast_natCast,
      ZMod.natCast_zmod_val]
    ring
  have e := phase_add (m * M) (-q * ((x + (M : ZMod (m * M))).val : ℤ)
      - ((M : ℤ) * (-q) + -q * (x.val : ℤ))) ((M : ℤ) * (-q) + -q * (x.val : ℤ))
  rwa [sub_add_cancel, (phase_eq_one_iff (m * M) _).2 d, one_mul] at e

/-- The transform of a density with period `M` on `m * M` points vanishes at every `h` not
divisible by `m`, and at `m * h` it is `m` times the length-`M` transform of one period. -/
theorem centred_transform (r : ZMod (m * M) → ℂ)
    (hr : ∀ x, r (x + (M : ZMod (m * M))) = r x) :
    (∀ h : ℤ, ¬ (m : ℤ) ∣ h → structureFactor (m * M) r h = 0) ∧
    ∀ h : ℤ, structureFactor (m * M) r (m * h)
      = m * structureFactor M (onePeriod m M r) h := by
  -- a centred density is a Bloch density with q = 0
  have hb := bloch_transform m M 0 r (fun x => by rw [hr x]; simp [phase])
  have hc : blochCell m M 0 r = onePeriod m M r := by
    funext y
    unfold blochCell onePeriod
    rw [zero_mul, (phase_eq_one_iff (m * M) 0).2 (dvd_zero _), mul_one]
  rw [hc] at hb
  exact ⟨fun h hh => hb.1 h (by rwa [sub_zero]), fun h => by rw [← hb.2 h, add_zero]⟩

end

end CentredTransform
```

```lean
#print axioms CentredTransform.transform_folded
-- 'CentredTransform.transform_folded' depends on axioms: [propext, Classical.choice, Quot.sound]
#print axioms CentredTransform.centred_transform
-- 'CentredTransform.centred_transform' depends on axioms: [propext, Classical.choice, Quot.sound]
```

## Absent and surviving indices

Let $N$ be the number of grid points. The definition `phase N k` is $e^{-2\pi i k/N}$ for an integer $k$, and `structureFactor N r h` is the unnormalised sum

$$F(h)=\sum_{x=0}^{N-1} r(x)\,e^{-2\pi i hx/N}.$$

The density `r` is a complex function on `ZMod N`, the integers modulo $N$, so the grid has periodic boundaries. The expression `x.val` is the representative of the point $x$ between $0$ and $N-1$. The index $h$ is any integer, negative ones included.

The theorem `centred_transform` takes $N=mM$ with $m,M\ge 1$ and assumes $r(x+M)=r(x)$ at every grid point. It concludes that $F(h)=0$ whenever $m$ does not divide $h$, and that

$$F(mh)=m\sum_{y=0}^{M-1} r(y)\,e^{-2\pi i hy/M}$$

for every integer $h$. The sum on the right is the length-$M$ transform of `onePeriod`, the first $M$ values of the density. For $m=1$ there are no absences and the two transforms coincide.

The theorem `bloch_transform` weakens the hypothesis. Translation by $M$ may now multiply the density by a fixed phase,

$$r(x+M)=e^{2\pi i q/m}\,r(x),$$

with an integer $q$; in Lean the factor is `phase m (-q)`, because `phase` carries the minus sign. Then $F(h)=0$ unless $h\equiv q \pmod m$, and $F(mh+q)$ is $m$ times the length-$M$ transform of `blochCell`,

$$u(y)=r(y)\,e^{-2\pi i qy/(mM)},\qquad 0\le y<M.$$

The theorem `transform_folded` requires no symmetry at all. For any density, $F(mh)$ is the length-$M$ transform of `foldedCell`, whose value at $y$ is $\sum_{j=0}^{m-1} r(jM+y)$.

## Centring, Bloch phases and the grid

The $mM$ points represent the conventional cell and the $M$ points the primitive one. The hypothesis $r(x+M)=r(x)$ is the centring translation, by a fraction $1/m$ of the conventional cell. The coefficients that it forces to vanish are the systematic absences due to centring: they follow from the translation alone, whatever the density within one period.

The Bloch condition describes an orbital, or another complex amplitude, with a definite crystal momentum. The $mM$ points are then a supercell of $m$ primitive cells, $q$ labels a wavevector compatible with its periodic boundary, and $u$ is the cell-periodic part. The condition is assumed of `r`, not derived from a Hamiltonian. The theorem `bloch_transform_witness` shows that the plane wave $e^{2\pi i qx/(mM)}$ satisfies it for every integer $q$.

For electronic-structure calculations on a one-dimensional uniform grid, this means that a Bloch orbital in a supercell uses only one plane-wave index in every $m$, and that its coefficients can be obtained from a transform over a single primitive cell.

The sign in the exponent is that of the usual forward discrete transform. Crystallographic structure factors are often written with the opposite sign, which replaces $h$ by $-h$ and leaves the centring absences unchanged.

The setting is a sampled density in one dimension, and the centring translation must be a whole number of grid steps. Three-dimensional reflection conditions, such as the one on $h+k+l$ for a body-centred lattice, are not stated, and neither atomic positions nor form factors appear.

## Splitting the sum into cells

Every grid point can be written uniquely as $x=jM+y$ with $0\le j<m$ and $0\le y<M$. Here $j$ numbers the cell and $y$ the position within it, so

$$F(h)=\sum_{j=0}^{m-1}\sum_{y=0}^{M-1} r(jM+y)\,e^{-2\pi i h(jM+y)/(mM)}.$$

Applying the Bloch condition $j$ times gives $r(jM+y)=e^{2\pi i qj/m}\,r(y)$. The exponential splits as

$$e^{-2\pi i h(jM+y)/(mM)}=e^{-2\pi i hj/m}\,e^{-2\pi i hy/(mM)}.$$

The dependence on $j$ therefore separates from the dependence on $y$:

$$F(h)=\left[\sum_{j=0}^{m-1}e^{-2\pi i (h-q)j/m}\right]\left[\sum_{y=0}^{M-1} r(y)\,e^{-2\pi i hy/(mM)}\right].$$

This is `transform_factorises`. In its proof, `structureFactor_eq` turns the sum over `ZMod (m * M)` into a sum over the natural numbers below $mM$, using `sum_val`. The lemma `sum_cells` then cuts that range into $m$ blocks of length $M$, by induction on $m$. The local statement `iter` is the repeated translation law, proved by induction on $j$. The splitting of the exponential comes from `phase_add`, and `phase_scale` cancels the common factor $M$ in $hjM/(mM)$.

## The lattice sum decides which indices survive

Put $\omega=e^{-2\pi i(h-q)/m}$. The first bracket is $\sum_{j=0}^{m-1}\omega^j$. If $m$ divides $h-q$, then $\omega=1$ and the sum is $m$. Otherwise $\omega\ne1$, while $\omega^m=e^{-2\pi i(h-q)}=1$, so

$$\sum_{j=0}^{m-1}\omega^j=\frac{\omega^m-1}{\omega-1}=0.$$

The theorem `lattice_sum` makes the same case distinction, with one integer $k$ in place of $h-q$. Its statement `hpow` rewrites the phases as powers, and `geom_sum_eq` supplies the geometric formula. Both facts about $\omega$ come from `phase_eq_one_iff`, which says that $e^{-2\pi i k/N}=1$ exactly when $N$ divides $k$. This proves the first half of `bloch_transform`: a zero lattice sum makes the whole product vanish.

For the second half, replace $h$ by $mh+q$. The lattice sum is now $m$, and the exponential in the second bracket becomes

$$e^{-2\pi i(mh+q)y/(mM)}=e^{-2\pi i hy/M}\,e^{-2\pi i qy/(mM)}.$$

The last factor combines with $r(y)$ to give $u(y)$, leaving

$$F(mh+q)=m\sum_{y=0}^{M-1}u(y)\,e^{-2\pi i hy/M}.$$

In Lean this is again `phase_add` followed by `phase_scale`, and `sum_val` converts the range sum back into a sum over `ZMod M`.

The centred case is $q=0$. The translation phase is then one and $u(y)=r(y)$, so `centred_transform` identifies `blochCell` with `onePeriod` and reads off both conclusions.

## Folding and the plane wave

For an arbitrary density the values in different cells are unrelated, but at an index $mh$ the phases still agree from cell to cell:

$$e^{-2\pi i mh(jM+y)/(mM)}=e^{-2\pi i hj}\,e^{-2\pi i hy/M}=e^{-2\pi i hy/M}.$$

Exchanging the two sums then gives

$$F(mh)=\sum_{y=0}^{M-1}\left[\sum_{j=0}^{m-1}r(jM+y)\right]e^{-2\pi i hy/M}.$$

The proof of `transform_folded` follows this line, with `Finset.sum_comm` exchanging the sums and `phase_eq_one_iff` removing the factor $e^{-2\pi i hj}$.

For the plane wave, moving from $x$ to $x+M$ multiplies $e^{2\pi i qx/(mM)}$ by $e^{2\pi i q/m}$. The one point to check is the edge of the grid, where $x+M$ may wrap around and its representative is then smaller than $x+M$ by $mM$. This changes the exponent by $2\pi i$ times an integer and leaves the wave unchanged. The statement `d` in the Lean proof records that the two phase indices differ by a multiple of $mM$, and `phase_eq_one_iff` turns this into equality of the phases.
